# For a finite group G, ℂ[G] has as many matrix blocks as G has conjugacy classes

The ammonia molecule has the point group C₃ᵥ, whose six operations fall into three classes: the identity, two rotations and three reflections. Its character table has one column for each class and one row for each irreducible representation, and there are again three rows: A₁, A₂ and E. Columns sort operations and rows sort the ways in which orbitals transform, so it is not obvious that the table should be square.

The two counts meet in the group algebra ℂ[G], the complex linear combinations of the operations of G, multiplied by the group law. Suppose ℂ[G] is isomorphic to a product of r full matrix algebras of positive sizes. Sending each operation to its i-th matrix then gives an irreducible representation whose dimension is the size of block i. The theorems below count blocks; that these representations are inequivalent and exhaust the irreps is textbook representation theory, which I use only to read the result.

For a molecule with a finite point group, the count gives the number of complex irreducible representations available to label spatial orbitals. The usual tables can show fewer labels: for C₃, with three classes, they join two complex-conjugate representations under the single label E. The infinite groups of linear molecules are not covered.

In Lean, `Group G` and `Fintype G` say that G is a finite group.

```lean
import Mathlib

open scoped Classical

noncomputable section

namespace ClassSums

variable {G : Type*} [Group G] [Fintype G]
```

## Class sums, twirls and block scalars

`MonoidAlgebra ℂ G` is ℂ[G], and `MonoidAlgebra.of ℂ G g` is the operation g regarded as an element of it. `ConjClasses G` is the type of conjugacy classes. The class sum of a class c is unnormalised:

K_c = Σ_{g in c} g.

```lean
/-- The class sum: the sum, in the complex group algebra, of all elements of one
conjugacy class. -/
def classSum (c : ConjClasses G) : MonoidAlgebra ℂ G :=
  ∑ g : G with ConjClasses.mk g = c, MonoidAlgebra.of ℂ G g
```

The twirl of x in ℂ[G] is a sum over all conjugations, also without a factor 1/|G|, where |G| is the order of the group:

T(x) = Σ_h h x h⁻¹.

```lean
/-- The twirl of an element `x` of the group algebra: the sum of `h x h⁻¹` over the group. -/
def twirl (x : MonoidAlgebra ℂ G) : MonoidAlgebra ℂ G :=
  ∑ h : G, MonoidAlgebra.of ℂ G h * x * MonoidAlgebra.of ℂ G h⁻¹
```

The regular representation ρ acts on functions f : G → ℂ by

(ρ(g) f)(x) = f(xg).

It is a representation because (ρ(g)ρ(h)f)(x) = (ρ(h)f)(xg) = f(xgh) = (ρ(gh)f)(x).

```lean
/-- The regular representation on complex functions on the group, by right translation
of the argument. -/
def regular (G : Type*) [Group G] : Representation ℂ G (G → ℂ) where
  toFun g :=
    { toFun := fun f x => f (x * g)
      map_add' := fun _ _ => rfl
      map_smul' := fun _ _ => rfl }
  map_one' := LinearMap.ext fun f => funext fun x => congrArg f (mul_one x)
  map_mul' g h := LinearMap.ext fun f => funext fun x => congrArg f (mul_assoc x g h).symm
```

The blocks carry labels i = 0, …, r−1, and block i consists of the complex matrices of size d i. A choice of one number c i per block gives the element whose i-th matrix is c i times the unit matrix.

```lean
/-- The block scalars: one complex number for each block, times the unit matrix of
that block. -/
def blockScalars {r : ℕ} (d : Fin r → ℕ) :
    (Fin r → ℂ) →ₗ[ℂ] (∀ i, Matrix (Fin (d i)) (Fin (d i)) ℂ) where
  toFun c i := c i • 1
  map_add' _ _ := funext fun _ => add_smul _ _ _
  map_smul' _ _ := funext fun _ => mul_smul _ _ _
```

## Conjugation permutes a class

For any operation h,

h K_c = Σ_{g in c} hg = Σ_{g in c} (hgh⁻¹) h = K_c h,

because g ↦ hgh⁻¹ maps the class c bijectively to itself. By linearity K_c commutes with all of ℂ[G], so it lies in the centre. The proof uses induction on the algebra element: single operations, sums, scalar multiples. `Fintype.sum_equiv` performs the change of summation variable.

```lean
/-- Every class sum commutes with the whole group algebra. -/
theorem classSum_mem_center (c : ConjClasses G) :
    classSum c ∈ Subalgebra.center ℂ (MonoidAlgebra ℂ G) := by
  refine Subalgebra.mem_center_iff.2 fun b => ?_
  induction b using MonoidAlgebra.induction_on
  next h =>
    -- conjugation by `h` permutes the class
    have hc : ∀ g : G, ConjClasses.mk (h * g * h⁻¹) = ConjClasses.mk g := fun g =>
      (ConjClasses.mk_eq_mk_iff_isConj.2 (isConj_iff.2 ⟨h, rfl⟩)).symm
    unfold classSum
    rw [Finset.mul_sum, Finset.sum_mul, Finset.sum_filter, Finset.sum_filter]
    refine Fintype.sum_equiv (MulAut.conj h).toEquiv _ _ fun g => ?_
    have hg : (MulAut.conj h).toEquiv g = h * g * h⁻¹ := rfl
    simp only [hg, hc, ← map_mul (MonoidAlgebra.of ℂ G), inv_mul_cancel_right]
  next x y hx hy =>
    rw [add_mul, mul_add, hx, hy]
  next a x hx =>
    rw [smul_mul_assoc, mul_smul_comm, hx]
```

## Every central element is a combination of class sums

If x is central, each term of its twirl is h x h⁻¹ = x h h⁻¹ = x, and therefore

T(x) = |G| x.

```lean
/-- Twirling a central element multiplies it by the order of the group. -/
theorem twirl_of_mem_center {x : MonoidAlgebra ℂ G}
    (hx : x ∈ Subalgebra.center ℂ (MonoidAlgebra ℂ G)) :
    twirl x = (Fintype.card G : ℂ) • x := by
  have h1 : ∀ h : G, MonoidAlgebra.of ℂ G h * x * MonoidAlgebra.of ℂ G h⁻¹ = x := fun h => by
    rw [Subalgebra.mem_center_iff.1 hx, mul_assoc, ← map_mul (MonoidAlgebra.of ℂ G),
      mul_inv_cancel, map_one, mul_one]
  simp only [twirl, h1, Finset.sum_const, Finset.card_univ, Nat.cast_smul_eq_nsmul]
```

For an operation g, conjugate elements have equal twirls:

T(ugu⁻¹) = Σ_h (hu) g (hu)⁻¹ = T(g),

since hu runs over the group when h does. Let c be the class of g and |c| its number of elements. Twirling K_c in two ways gives

|G| K_c = T(K_c) = Σ_{k in c} T(k) = |c| T(g),

so T(g) = (|G|/|c|) K_c. In C₃ᵥ the twirl of one reflection is 6/3 = 2 times the sum of the three reflections.

In the code, `hconj` is the equality of twirls and `hsum` the expansion of T(K_c). The class contains g, so |c| is nonzero and can be divided out. Linearity extends the result to every x.

```lean
/-- The twirl of any element is a linear combination of class sums. -/
theorem twirl_mem_span (x : MonoidAlgebra ℂ G) :
    twirl x ∈ Submodule.span ℂ (Set.range (classSum (G := G))) := by
  induction x using MonoidAlgebra.induction_on
  next g =>
    let C : Finset G := Finset.univ.filter fun k => ConjClasses.mk k = ConjClasses.mk g
    -- conjugate group elements have the same twirl
    have hconj : ∀ k ∈ C, twirl (MonoidAlgebra.of ℂ G k) = twirl (MonoidAlgebra.of ℂ G g) := by
      intro k hk
      obtain ⟨u, rfl⟩ := isConj_iff.1
        (ConjClasses.mk_eq_mk_iff_isConj.1 (Finset.mem_filter.1 hk).2.symm)
      refine Fintype.sum_equiv (Equiv.mulRight u) _ _ fun h => ?_
      simp only [Equiv.coe_mulRight, ← map_mul (MonoidAlgebra.of ℂ G), mul_inv_rev, mul_assoc]
    have hsum : twirl (classSum (ConjClasses.mk g)) =
        ∑ k ∈ C, twirl (MonoidAlgebra.of ℂ G k) := by
      simp only [twirl, classSum, Finset.mul_sum, Finset.sum_mul]
      exact Finset.sum_comm
    rw [Finset.sum_congr rfl hconj, Finset.sum_const, ← Nat.cast_smul_eq_nsmul ℂ,
      twirl_of_mem_center (classSum_mem_center _)] at hsum
    have hC : (C.card : ℂ) ≠ 0 :=
      Nat.cast_ne_zero.2 (Finset.card_ne_zero_of_mem (a := g) (by simp [C]))
    rw [← inv_smul_smul₀ hC (twirl (MonoidAlgebra.of ℂ G g)), ← hsum]
    exact Submodule.smul_mem _ _ (Submodule.smul_mem _ _ (Submodule.subset_span ⟨_, rfl⟩))
  next x y hx hy =>
    have h : twirl (x + y) = twirl x + twirl y := by
      simp only [twirl, mul_add, add_mul, Finset.sum_add_distrib]
    rw [h]
    exact Submodule.add_mem _ hx hy
  next a x hx =>
    have h : twirl (a • x) = a • twirl x := by
      simp only [twirl, mul_smul_comm, smul_mul_assoc, Finset.smul_sum]
    rw [h]
    exact Submodule.smul_mem _ _ hx
```

A central x equals T(x)/|G|, which is now a combination of class sums. Conversely, class sums are central. The span of the class sums is therefore exactly the centre, and the two inclusions are the two branches of the proof.

```lean
/-- The class sums span exactly the centre of the group algebra. -/
theorem span_classSum : Submodule.span ℂ (Set.range (classSum (G := G))) =
    Subalgebra.toSubmodule (Subalgebra.center ℂ (MonoidAlgebra ℂ G)) := by
  apply le_antisymm
  · rw [Submodule.span_le]
    rintro _ ⟨c, rfl⟩
    exact classSum_mem_center c
  · intro x hx
    have hG : (Fintype.card G : ℂ) ≠ 0 := Nat.cast_ne_zero.2 Fintype.card_ne_zero
    rw [← inv_smul_smul₀ hG x, ← twirl_of_mem_center hx]
    exact Submodule.smul_mem _ _ (twirl_mem_span x)
```

## Reading off one coefficient

Suppose Σ_c a_c K_c = 0. Fix an operation g, let δ_g be the function equal to 1 at g and 0 elsewhere, and define

φ(x) = (ρ(x) δ_g)(1),

where ρ is extended linearly to ℂ[G]. For an operation k this is δ_g(k), so φ reads off the coefficient of g. Only the class of g contains g, hence φ(K_c) is 1 for that class and 0 for every other. Applying φ to the relation leaves a_c = 0 for the class of g, and g was arbitrary. `Pi.single g 1` is δ_g, while `hφ` and `hc` are the values of φ on operations and on class sums.

```lean
/-- The class sums of different conjugacy classes are linearly independent. -/
theorem linearIndependent_classSum : LinearIndependent ℂ (classSum (G := G)) := by
  have : Finite (ConjClasses G) := Finite.of_surjective ConjClasses.mk ConjClasses.mk_surjective
  have := Fintype.ofFinite (ConjClasses G)
  rw [Fintype.linearIndependent_iff]
  intro a ha c
  obtain ⟨g, rfl⟩ := ConjClasses.mk_surjective c
  -- the regular representation reads off the coefficient of `g`
  let φ : MonoidAlgebra ℂ G →ₗ[ℂ] ℂ :=
    { toFun := fun x => (regular G).asAlgebraHom x (Pi.single g 1) 1
      map_add' := fun x y => by simp
      map_smul' := fun b x => by simp }
  have hφ : ∀ k : G, φ (MonoidAlgebra.of ℂ G k) = if k = g then 1 else 0 := by
    intro k
    change (regular G).asAlgebraHom (MonoidAlgebra.of ℂ G k) (Pi.single g 1) 1 = _
    rw [Representation.asAlgebraHom_of]
    change (Pi.single g 1 : G → ℂ) (1 * k) = _
    rw [one_mul, Pi.single_apply]
  have hc : ∀ c, φ (classSum c) = if ConjClasses.mk g = c then 1 else 0 := by
    intro c
    simp only [classSum, map_sum, hφ, Finset.sum_ite_eq', Finset.mem_filter,
      Finset.mem_univ, true_and]
  have h := congrArg φ ha
  simpa only [map_sum, map_smul, hc, smul_eq_mul, mul_ite, mul_one, mul_zero,
    Finset.sum_ite_eq, Finset.mem_univ, if_true, map_zero] using h
```

Spanning and independence together give a basis of the centre, with one vector per class. The statement says that the basis vector labelled c is the class sum K_c itself.

```lean
/-- The class sums form a basis of the centre of the complex group algebra. -/
theorem exists_basis_center :
    ∃ b : Module.Basis (ConjClasses G) ℂ
      (Subalgebra.toSubmodule (Subalgebra.center ℂ (MonoidAlgebra ℂ G))),
      ∀ c, (b c : MonoidAlgebra ℂ G) = classSum c :=
  ⟨(Module.Basis.span linearIndependent_classSum).map (LinearEquiv.ofEq _ _ span_classSum),
    fun c => by
      rw [Module.Basis.map_apply, LinearEquiv.coe_ofEq_apply, Module.Basis.span_apply]⟩
```

## The centre of a product of matrix algebras

Let e : A → B be an isomorphism of complex algebras. If z is central in A and b is any element of B, then

b e(z) = e(e⁻¹(b) z) = e(z e⁻¹(b)) = e(z) b,

so e(z) is central in B. The same argument for e⁻¹ gives the converse. Thus e maps one centre linearly and bijectively onto the other, and their dimensions agree. The Lean statement uses `Module.finrank`, which is the dimension if that is finite and 0 otherwise.

```lean
/-- Isomorphic complex algebras have centres of the same `Module.finrank`, which is the dimension if
that is finite and 0 otherwise. -/
theorem finrank_center_congr {A B : Type*} [Ring A] [Algebra ℂ A] [Ring B] [Algebra ℂ B]
    (e : A ≃ₐ[ℂ] B) :
    Module.finrank ℂ (Subalgebra.toSubmodule (Subalgebra.center ℂ A)) =
      Module.finrank ℂ (Subalgebra.toSubmodule (Subalgebra.center ℂ B)) := by
  have h : (Subalgebra.toSubmodule (Subalgebra.center ℂ A)).map
      (e.toLinearEquiv : A →ₗ[ℂ] B) = Subalgebra.toSubmodule (Subalgebra.center ℂ B) := by
    ext y
    constructor
    · rintro ⟨x, hx, rfl⟩
      have hx' : x ∈ Subalgebra.center ℂ A := hx
      rw [Subalgebra.mem_toSubmodule, Subalgebra.mem_center_iff]
      intro b
      change b * e x = e x * b
      simpa using congrArg e (Subalgebra.mem_center_iff.1 hx' (e.symm b))
    · intro hy
      rw [Subalgebra.mem_toSubmodule, Subalgebra.mem_center_iff] at hy
      have hx : e.symm y ∈ Subalgebra.center ℂ A :=
        Subalgebra.mem_center_iff.2 fun b => e.injective (by simpa using hy (e b))
      exact ⟨e.symm y, hx, e.apply_symm_apply y⟩
  rw [← h, LinearEquiv.finrank_map_eq]
```

In a product of matrix algebras, block scalars clearly commute with everything. Conversely, let M be central and write N for its i-th matrix. Take the element that has the matrix unit E_jk in block i and zero elsewhere; E_jk has a single 1, in row j and column k. Comparing the (a,k) entries of N E_jk = E_jk N gives

N_aj = δ_aj N_kk,

with δ_aj the Kronecker delta. Off-diagonal entries vanish and diagonal entries are all equal, so N is a multiple of the unit matrix. Mathlib's `Matrix.mem_range_scalar_of_commute_single` draws this conclusion, and `choose` collects the scalars of all the blocks.

```lean
/-- The centre of a product of full matrix algebras consists of the block scalars. -/
theorem range_blockScalars {r : ℕ} (d : Fin r → ℕ) :
    LinearMap.range (blockScalars d) = Subalgebra.toSubmodule
      (Subalgebra.center ℂ (∀ i, Matrix (Fin (d i)) (Fin (d i)) ℂ)) := by
  ext M
  constructor
  · rintro ⟨c, rfl⟩
    rw [Subalgebra.mem_toSubmodule, Subalgebra.mem_center_iff]
    refine fun B => funext fun i => ?_
    change B i * (c i • 1) = (c i • 1) * B i
    rw [mul_smul_comm, smul_mul_assoc, mul_one, one_mul]
  · intro hM
    rw [Subalgebra.mem_toSubmodule, Subalgebra.mem_center_iff] at hM
    have hs : ∀ i, ∃ c : ℂ, c • (1 : Matrix (Fin (d i)) (Fin (d i)) ℂ) = M i := by
      intro i
      -- a matrix commuting with all matrix units is scalar
      have hi : M i ∈ Set.range (Matrix.scalar (Fin (d i))) := by
        refine Matrix.mem_range_scalar_of_commute_single fun j k _ => ?_
        have h := congrFun (hM (Pi.single i (Matrix.single j k 1))) i
        rw [Pi.mul_apply, Pi.mul_apply, Pi.single_eq_same] at h
        exact h
      obtain ⟨c, hc⟩ := hi
      refine ⟨c, ?_⟩
      rw [← hc, Matrix.smul_one_eq_diagonal]
      rfl
    choose c hc using hs
    exact ⟨c, funext hc⟩
```

## As many blocks as classes

If every size d i is positive, each block has a (0,0) entry, which recovers c i. Different choices of scalars then give different block scalars, and the centre of the product has dimension r. The centre of ℂ[G] has the class sums as a basis, and isomorphic algebras have centres of equal dimension:

r = dimension of the centre = number of conjugacy classes.

For C₃ᵥ this gives r = 3. The dimension of ℂ[G] is 6, so three positive sizes must have squares that add up to 6. The only possibility is 1 + 1 + 4, which gives the sizes 1, 1, 2 of A₁, A₂ and E.

The hypothesis `hd` of positive sizes is needed. For the trivial group ℂ[G] is ℂ, with one class. The algebra of 0×0 matrices has a single element, so ℂ is also isomorphic to the product of a block of size 1 and a block of size 0. That product has r = 2, and the count fails.

```lean
/-- If the complex group algebra of a finite group is isomorphic to a product of `r` full
matrix algebras of positive sizes, then `r` is the number of conjugacy classes. -/
theorem card_blocks_eq_card_conjClasses {r : ℕ} (d : Fin r → ℕ) (hd : ∀ i, 0 < d i)
    (e : MonoidAlgebra ℂ G ≃ₐ[ℂ] (∀ i, Matrix (Fin (d i)) (Fin (d i)) ℂ)) :
    r = Nat.card (ConjClasses G) := by
  -- positive sizes make the block scalars independent
  have hinj : Function.Injective (blockScalars d) := by
    intro a b hab
    funext i
    have h := congrFun (congrFun (congrFun hab i) ⟨0, hd i⟩) ⟨0, hd i⟩
    simpa [blockScalars] using h
  obtain ⟨b, -⟩ := exists_basis_center (G := G)
  have h := finrank_center_congr e
  rw [Module.finrank_eq_nat_card_basis b, ← range_blockScalars d,
    LinearMap.finrank_range_of_inj hinj, Module.finrank_fin_fun] at h
  exact h.symm
```

## Every finite group has such a decomposition

Maschke's theorem uses an average over the group. If P projects a representation onto an invariant subspace, then (1/|G|) Σ_h h P h⁻¹ projects onto the same subspace and commutes with the group, so its kernel is an invariant complement. Hence ℂ[G], acting on itself from the left, splits into irreducible pieces.

Group equivalent pieces together. By Schur's lemma over ℂ, the linear maps of ℂ[G] that commute with this action form a product of full matrix algebras, one for each type of piece. These maps are the right multiplications, which compose in reversed order; transposing the matrices restores the order and gives the Wedderburn–Artin decomposition of ℂ[G].

Lean takes both theorems from Mathlib. The nonzero group order supplies the condition for Maschke's theorem, and the preceding count then replaces r by the number of classes. The theorem asserts that suitable sizes exist; it does not compute them or the matrices.

```lean
/-- The complex group algebra of every finite group is isomorphic to a product of full matrix
algebras of positive sizes, with one block for each conjugacy class. -/
theorem exists_blocks (G : Type*) [Group G] [Fintype G] :
    ∃ d : Fin (Nat.card (ConjClasses G)) → ℕ, (∀ i, 0 < d i) ∧
      Nonempty (MonoidAlgebra ℂ G ≃ₐ[ℂ] (∀ i, Matrix (Fin (d i)) (Fin (d i)) ℂ)) := by
  have : NeZero (Nat.card G : ℂ) := ⟨Nat.cast_ne_zero.2 Nat.card_pos.ne'⟩
  -- Maschke gives semisimplicity, Wedderburn–Artin the blocks
  obtain ⟨r, d, hd, ⟨e⟩⟩ :=
    IsSemisimpleRing.exists_algEquiv_pi_matrix_of_isAlgClosed ℂ (MonoidAlgebra ℂ G)
  have hpos : ∀ i, 0 < d i := fun i => Nat.pos_of_ne_zero (hd i).out
  have hr := card_blocks_eq_card_conjClasses d hpos e
  subst hr
  exact ⟨d, hpos, ⟨e⟩⟩

end ClassSums
```

```lean
#print axioms ClassSums.card_blocks_eq_card_conjClasses
#print axioms ClassSums.exists_blocks
```

```
'ClassSums.card_blocks_eq_card_conjClasses' depends on axioms: [propext, Classical.choice, Quot.sound]
'ClassSums.exists_blocks' depends on axioms: [propext, Classical.choice, Quot.sound]
```
